# The Franck–Condon phonon lines of one mode, with Poisson weights, sum in time to exp(S(e^(−it) − 1))

For a single phonon mode with Huang–Rhys factor S, the n-phonon line is given the Franck–Condon weight e^(−S) Sⁿ/n! and the phase e^(−int), with time in units of the inverse phonon frequency and energy counted from the zero-phonon line. The theorem says that the sum of these terms over all n converges to exp(S(e^(−it) − 1)). The weights are taken as a definition, not derived from oscillator overlaps, and the identity is stated for every real S and t, though physically S is non-negative. The attempt takes the exponential series at S e^(−it), multiplies it by e^(−S), and uses `convert` to match the result with the claim.

The failing Lean file:

```lean
import Mathlib

open Finset

namespace VibronicAutocorrelation

noncomputable section

/-- The Franck-Condon weight of the `n`-phonon line for Huang-Rhys factor `S`. -/
def fcWeight (S : ℝ) (n : ℕ) : ℝ := Real.exp (-S) * S ^ n / (n.factorial : ℝ)

/-- The sum over phonon lines converges to `exp (S (exp (-i t) - 1))`. -/
theorem hasSum_phonon_lines (S t : ℝ) :
    HasSum (fun n : ℕ => (fcWeight S n : ℂ) * Complex.exp (-(Complex.I * n * t)))
      (Complex.exp (S * (Complex.exp (-(Complex.I * t)) - 1))) := by
  have h : ∀ z : ℂ, HasSum (fun n : ℕ => z ^ n / (n.factorial : ℂ)) (Complex.exp z) := by
    intro z
    rw [Complex.exp_eq_exp_ℂ]
    exact NormedSpace.expSeries_div_hasSum_exp z
  have h2 := (h (S * Complex.exp (-(Complex.I * t)))).mul_left (Complex.exp (-(S : ℂ)))
  convert h2 using 1
  · funext n
    -- the phase of the n-th line is the n-th power of the one-phonon phase
    have hp : Complex.exp (-(Complex.I * n * t)) = Complex.exp (-(Complex.I * t)) ^ n := by
      rw [← Complex.exp_nat_mul]
      congr 1
      ring
    rw [hp, mul_pow]
    simp only [fcWeight]
    push_cast
    ring
  · rw [← Complex.exp_add]
    congr 1
    ring

end

end VibronicAutocorrelation
```

Lean reports:

```
Main.lean:22:4: error: Tactic `apply` failed: could not unify the conclusion of `@funext`
  ?f = ?g
with the goal
  Complex.instAddCommMonoid =
    Complex.instNonUnitalCommRing.toNonUnitalNonAssocCommRing.toNonUnitalNonAssocSemiring.toAddCommMonoid

Note: The full type of `@funext` is
  ∀ {α : Sort ?u.59} {β : α → Sort ?u.58} {f g : (x : α) → β x}, (∀ (x : α), f x = g x) → f = g

case e'_3
S t : ℝ
h : ∀ (z : ℂ), HasSum (fun n => z ^ n / ↑n.factorial) (Complex.exp z)
h2 :
  HasSum (fun i => Complex.exp (-↑S) * ((↑S * Complex.exp (-(Complex.I * ↑t))) ^ i / ↑i.factorial))
    (Complex.exp (-↑S) * Complex.exp (↑S * Complex.exp (-(Complex.I * ↑t))))
⊢ Complex.instAddCommMonoid =
    Complex.instNonUnitalCommRing.toNonUnitalNonAssocCommRing.toNonUnitalNonAssocSemiring.toAddCommMonoid
Main.lean:32:8: error: Tactic `rewrite` failed: Did not find an occurrence of the pattern
  Complex.exp ?x * Complex.exp ?y
in the target expression
  (fun n => ↑(fcWeight S n) * Complex.exp (-(Complex.I * ↑n * ↑t))) = fun i =>
    Complex.exp (-↑S) * ((↑S * Complex.exp (-(Complex.I * ↑t))) ^ i / ↑i.factorial)

case e'_5
S t : ℝ
h : ∀ (z : ℂ), HasSum (fun n => z ^ n / ↑n.factorial) (Complex.exp z)
h2 :
  HasSum (fun i => Complex.exp (-↑S) * ((↑S * Complex.exp (-(Complex.I * ↑t))) ^ i / ↑i.factorial))
    (Complex.exp (-↑S) * Complex.exp (↑S * Complex.exp (-(Complex.I * ↑t))))
⊢ (fun n => ↑(fcWeight S n) * Complex.exp (-(Complex.I * ↑n * ↑t))) = fun i =>
    Complex.exp (-↑S) * ((↑S * Complex.exp (-(Complex.I * ↑t))) ^ i / ↑i.factorial)
Main.lean:15:66: error: unsolved goals
case e'_6
S t : ℝ
h : ∀ (z : ℂ), HasSum (fun n => z ^ n / ↑n.factorial) (Complex.exp z)
h2 :
  HasSum (fun i => Complex.exp (-↑S) * ((↑S * Complex.exp (-(Complex.I * ↑t))) ^ i / ↑i.factorial))
    (Complex.exp (-↑S) * Complex.exp (↑S * Complex.exp (-(Complex.I * ↑t))))
⊢ Complex.exp (↑S * (Complex.exp (-(Complex.I * ↑t)) - 1)) =
    Complex.exp (-↑S) * Complex.exp (↑S * Complex.exp (-(Complex.I * ↑t)))
```

Fix (accepted with no message):

```diff
@@ -19,6 +19,8 @@
     exact NormedSpace.expSeries_div_hasSum_exp z
   have h2 := (h (S * Complex.exp (-(Complex.I * t)))).mul_left (Complex.exp (-(S : ℂ)))
-  convert h2 using 1
-  · funext n
+  have hf : (fun n : ℕ => (fcWeight S n : ℂ) * Complex.exp (-(Complex.I * n * t))) =
+      fun n : ℕ => Complex.exp (-(S : ℂ)) *
+        ((S * Complex.exp (-(Complex.I * t))) ^ n / (n.factorial : ℂ)) := by
+    funext n
     -- the phase of the n-th line is the n-th power of the one-phonon phase
     have hp : Complex.exp (-(Complex.I * n * t)) = Complex.exp (-(Complex.I * t)) ^ n := by
@@ -30,7 +32,11 @@
     push_cast
     ring
-  · rw [← Complex.exp_add]
+  have hv : Complex.exp (S * (Complex.exp (-(Complex.I * t)) - 1)) =
+      Complex.exp (-(S : ℂ)) * Complex.exp (S * Complex.exp (-(Complex.I * t))) := by
+    rw [← Complex.exp_add]
     congr 1
     ring
+  rw [hf, hv]
+  exact h2
 
 end
```

The two bullets after `convert h2 using 1` expect two goals, the equality of the summands and that of the sums, but `convert` leaves three. The first asks that two expressions for the additive commutative monoid structure on ℂ be equal, one in the claim and one in `h2`. `funext n` fails there because the goal is not an equation between functions. The second bullet then gets the equality of the summands, where `rw [← Complex.exp_add]` finds no product of two exponentials to rewrite. The equality of the sums, for which that rewrite was meant, has no bullet left and is reported as unsolved.

The repair states the two intended equalities as `hf` and `hv` and proves each with the steps already written for it, so neither depends on the order of the goals. `rw [hf, hv]` puts the claim in the form of `h2`, and `exact h2` closes it. The two monoid structures are still written differently, but they agree by definition, which `exact` can check by unfolding them.
